# With only hopping $t > 0$ and the Dudarev correction in the energy, the one-electron ground state of two equivalent sites is asymmetric exactly when $U > 2t$

When a DFT+U calculation on a symmetric stretched dimer converges to unequal site charges, one question is whether the correction is strong enough to outweigh the hopping and produce that outcome by itself. In a model of one electron on two equivalent sites, whose energy consists only of hopping with $t > 0$ and the correction, comparing $U$ with $2t$ settles the question.

```lean
import Mathlib

open Matrix ComplexConjugate

namespace HubbardDimer

noncomputable section

/-- Occupation of site `i` for one electron with site amplitudes `c`. -/
def occ (c : Fin 2 → ℂ) (i : Fin 2) : ℝ := Complex.normSq (c i)

/-- The dimer holds exactly one electron. -/
def Normalized (c : Fin 2 → ℂ) : Prop := occ c 0 + occ c 1 = 1

/-- The hopping Hamiltonian of the dimer, with amplitude `-t` between the two sites. -/
def hopping (t : ℝ) : Matrix (Fin 2) (Fin 2) ℂ := !![0, -(t : ℂ); -(t : ℂ), 0]

/-- The Dudarev correction `(U/2) ∑ (n - n²)`, with one spin orbital on each site. -/
def dudarev (U : ℝ) (c : Fin 2 → ℂ) : ℝ := U / 2 * ∑ i, (occ c i - occ c i ^ 2)

/-- Total energy: the expectation value of the hopping plus the Dudarev correction. -/
def energy (t U : ℝ) (c : Fin 2 → ℂ) : ℝ :=
  (star c ⬝ᵥ (hopping t *ᵥ c)).re + dudarev U c

/-- The bond order, the off-diagonal element of the one-electron density matrix. -/
def bond (c : Fin 2 → ℂ) : ℂ := conj (c 0) * c 1

/-- The squared modulus of the bond order is the product of the site occupations. -/
theorem normSq_bond (c : Fin 2 → ℂ) :
    Complex.normSq (bond c) = occ c 0 * occ c 1 := by
  simp [bond, occ]

/-- For one electron the energy depends on the state only through the bond order. -/
theorem energy_eq_bond (t U : ℝ) {c : Fin 2 → ℂ} (h : Normalized c) :
    energy t U c = -2 * t * (bond c).re + U * Complex.normSq (bond c) := by
  have hop : (star c ⬝ᵥ (hopping t *ᵥ c)).re = -2 * t * (bond c).re := by
    simp [hopping, bond, Matrix.mulVec, dotProduct, Fin.sum_univ_two]
    ring
  have h0 : occ c 0 = 1 - occ c 1 := eq_sub_of_add_eq h
  rw [energy, hop, normSq_bond, dudarev, Fin.sum_univ_two, h0]
  ring

/-- For one electron, the squared difference of the site occupations is fixed by the modulus of the
bond order. -/
theorem imbalance_sq {c : Fin 2 → ℂ} (h : Normalized c) :
    (occ c 0 - occ c 1) ^ 2 = 1 - 4 * Complex.normSq (bond c) := by
  have h0 : occ c 0 = 1 - occ c 1 := eq_sub_of_add_eq h
  rw [normSq_bond, h0]
  ring

/-- For one electron, the energy measured from `-t + U/4`, as a sum of two squares with weights `2t`
and `(2t - U)/4`. -/
theorem energy_from_symmetric (t U : ℝ) {c : Fin 2 → ℂ} (h : Normalized c) :
    energy t U c = -t + U / 4 + 2 * t * Complex.normSq (bond c - ((1 / 2 : ℝ) : ℂ))
      + (2 * t - U) / 4 * (occ c 0 - occ c 1) ^ 2 := by
  rw [energy_eq_bond t U h, imbalance_sq h]
  simp only [Complex.normSq_apply, Complex.sub_re, Complex.sub_im, Complex.ofReal_re,
    Complex.ofReal_im]
  ring

/-- For one electron and `U ≠ 0`, the energy measured from `-t²/U` is `U` times the squared distance
of the bond order from `t/U`. -/
theorem energy_from_broken (t : ℝ) {U : ℝ} (hU : U ≠ 0) {c : Fin 2 → ℂ}
    (h : Normalized c) :
    energy t U c = -t ^ 2 / U + U * Complex.normSq (bond c - ((t / U : ℝ) : ℂ)) := by
  have hq : U * (t / U) = t := by field_simp
  rw [energy_eq_bond t U h]
  simp only [Complex.normSq_apply, Complex.sub_re, Complex.sub_im, Complex.ofReal_re,
    Complex.ofReal_im]
  linear_combination (2 * (bond c).re - t / U) * hq

/-- A real unit vector `(a, b)` is a one-electron state with energy
`-2 t a b + U a² b²`. -/
theorem real_state (t U : ℝ) {a b : ℝ} (h : a ^ 2 + b ^ 2 = 1) :
    Normalized ![(a : ℂ), (b : ℂ)] ∧
      energy t U ![(a : ℂ), (b : ℂ)] = -2 * t * a * b + U * a ^ 2 * b ^ 2 := by
  have hn : Normalized ![(a : ℂ), (b : ℂ)] := by
    simp only [Normalized, occ, Matrix.cons_val_zero, Matrix.cons_val_one,
      Complex.normSq_ofReal]
    linear_combination h
  have hb : bond ![(a : ℂ), (b : ℂ)] = ((a * b : ℝ) : ℂ) := by simp [bond]
  refine ⟨hn, ?_⟩
  rw [energy_eq_bond t U hn, hb, Complex.ofReal_re, Complex.normSq_ofReal]
  ring

/-- Every bond order between `-1/2` and `1/2` is realised by real amplitudes. -/
theorem exists_real_amplitudes {p : ℝ} (h₁ : -(1 / 2) ≤ p) (h₂ : p ≤ 1 / 2) :
    ∃ a b : ℝ, a ^ 2 + b ^ 2 = 1 ∧ a * b = p := by
  have hs := Real.sq_sqrt (show 0 ≤ 1 + 2 * p by linarith)
  have hd := Real.sq_sqrt (show 0 ≤ 1 - 2 * p by linarith)
  -- half the sum and half the difference of the two roots
  refine ⟨(√(1 + 2 * p) + √(1 - 2 * p)) / 2, (√(1 + 2 * p) - √(1 - 2 * p)) / 2, ?_, ?_⟩
  · linear_combination (hs + hd) / 2
  · linear_combination (hs - hd) / 4

/-- For `t > 0` and `U ≤ 2t` a one-electron state has energy `-t + U/4` exactly when its two site
amplitudes are equal. -/
theorem symmetric_minimiser_iff {t U : ℝ} (ht : 0 < t) (hU : U ≤ 2 * t)
    {c : Fin 2 → ℂ} (h : Normalized c) :
    energy t U c = -t + U / 4 ↔ c 0 = c 1 := by
  have hdist : Complex.normSq (c 0 - c 1) = 1 - 2 * (bond c).re := by
    rw [← (show occ c 0 + occ c 1 = 1 from h)]
    simp [occ, bond, Complex.normSq_apply]
    ring
  constructor
  · intro hE
    rw [energy_from_symmetric t U h] at hE
    have h1 := Complex.normSq_nonneg (bond c - ((1 / 2 : ℝ) : ℂ))
    have h2 : 0 ≤ (2 * t - U) / 4 * (occ c 0 - occ c 1) ^ 2 :=
      mul_nonneg (by linarith) (sq_nonneg _)
    -- both non-negative terms vanish; the first one gives bond order one half
    have h3 : Complex.normSq (bond c - ((1 / 2 : ℝ) : ℂ)) = 0 := by nlinarith
    have h4 : bond c = ((1 / 2 : ℝ) : ℂ) := sub_eq_zero.mp (Complex.normSq_eq_zero.mp h3)
    rw [h4, Complex.ofReal_re] at hdist
    exact sub_eq_zero.mp (Complex.normSq_eq_zero.mp (by linarith))
  · intro hc
    have hocc : occ c 0 = occ c 1 := by rw [occ, occ, hc]
    have hi := imbalance_sq h
    rw [hocc, sub_self] at hi
    rw [hc, sub_self, Complex.normSq_zero] at hdist
    have hre : (bond c).re = 1 / 2 := by linarith
    have hN : Complex.normSq (bond c) = 1 / 4 := by linarith
    rw [energy_eq_bond t U h, hre, hN]
    ring

/-- For `U > 0`, a one-electron state with energy `-t²/U` has a squared occupation difference `1 -
(2t/U)²`. -/
theorem broken_imbalance {t U : ℝ} (hU : 0 < U) {c : Fin 2 → ℂ} (h : Normalized c)
    (hE : energy t U c = -t ^ 2 / U) :
    (occ c 0 - occ c 1) ^ 2 = 1 - (2 * t / U) ^ 2 := by
  rw [energy_from_broken t hU.ne' h] at hE
  have h1 : U * Complex.normSq (bond c - ((t / U : ℝ) : ℂ)) = 0 := by linarith
  have h2 := (mul_eq_zero.mp h1).resolve_left hU.ne'
  have h3 : bond c = ((t / U : ℝ) : ℂ) := sub_eq_zero.mp (Complex.normSq_eq_zero.mp h2)
  rw [imbalance_sq h, h3, Complex.normSq_ofReal]
  ring

/-- For `t > 0`, the minimum energy of the one-electron dimer is `-t + U/4` for `U ≤ 2t` and `-t²/U`
for `U > 2t`; in the second case every minimiser has unequal site occupations. -/
theorem dimer_minimum {t U : ℝ} (ht : 0 < t) :
    (U ≤ 2 * t → IsLeast (energy t U '' {c | Normalized c}) (-t + U / 4)) ∧
    (2 * t < U → IsLeast (energy t U '' {c | Normalized c}) (-t ^ 2 / U) ∧
      ∀ c, Normalized c → energy t U c = -t ^ 2 / U → occ c 0 ≠ occ c 1) := by
  constructor
  · intro hU
    constructor
    · obtain ⟨a, b, hn, hab⟩ :=
        exists_real_amplitudes (p := 1 / 2) (by norm_num) (by norm_num)
      refine ⟨_, (real_state t U hn).1, ?_⟩
      rw [(real_state t U hn).2]
      linear_combination (-2 * t + U * (a * b + 1 / 2)) * hab
    · rintro _ ⟨c, hc, rfl⟩
      have hc' : Normalized c := hc
      rw [energy_from_symmetric t U hc']
      have h1 := mul_nonneg ht.le (Complex.normSq_nonneg (bond c - ((1 / 2 : ℝ) : ℂ)))
      have h2 : 0 ≤ (2 * t - U) / 4 * (occ c 0 - occ c 1) ^ 2 :=
        mul_nonneg (by linarith) (sq_nonneg _)
      linarith
  · intro hU
    have hU0 : 0 < U := by linarith
    have hpos : 0 < t / U := div_pos ht hU0
    have hq : U * (t / U) = t := by field_simp
    have hlt : t / U < 1 / 2 := by
      rw [div_lt_iff₀ hU0]
      linarith
    refine ⟨⟨?_, ?_⟩, ?_⟩
    · -- the optimal bond order `t/U` is within reach
      obtain ⟨a, b, hn, hab⟩ := exists_real_amplitudes (p := t / U) (by linarith) hlt.le
      refine ⟨_, (real_state t U hn).1, ?_⟩
      rw [(real_state t U hn).2]
      linear_combination (-2 * t + U * (a * b + t / U)) * hab + (t / U) * hq
    · rintro _ ⟨c, hc, rfl⟩
      have hc' : Normalized c := hc
      rw [energy_from_broken t hU0.ne' hc']
      have h1 := mul_nonneg hU0.le (Complex.normSq_nonneg (bond c - ((t / U : ℝ) : ℂ)))
      linarith
    · intro c hc hE heq
      have hi := broken_imbalance hU0 hc hE
      rw [heq, sub_self, mul_div_assoc] at hi
      nlinarith

end

end HubbardDimer
```

```lean
#print axioms HubbardDimer.symmetric_minimiser_iff
-- 'HubbardDimer.symmetric_minimiser_iff' depends on axioms: [propext, Classical.choice, Quot.sound]
#print axioms HubbardDimer.dimer_minimum
-- 'HubbardDimer.dimer_minimum' depends on axioms: [propext, Classical.choice, Quot.sound]
```

## Two minima that meet at $U = 2t$

The main theorem, `dimer_minimum`, takes real numbers $t > 0$ and $U$ and gives the lowest energy $E$ of a normalised one-electron state:

$$
E_{\min} = \begin{cases} -t + U/4, & U \le 2t,\\ -t^2/U, & U > 2t. \end{cases}
$$

`IsLeast` says that the value is the energy of some normalised state and that no normalised state lies below it. For $U > 2t$ the theorem adds that every minimiser has unequal site occupations. For $U \le 2t$, `symmetric_minimiser_iff` identifies the minimisers as the normalised states with equal amplitudes, `c 0 = c 1`. The first regime includes zero and negative $U$.

The minimum is taken over complex amplitudes. It is the same over real unit vectors $(a,b)$, because the states used to attain it are real. For them, `real_state` gives the energy as $-2tab + Ua^2b^2$.

## One electron, two orbitals and a penalty on fractional occupation

A state `c : Fin 2 → ℂ` lists the amplitudes $c_0, c_1$ in two orthonormal site orbitals. The occupations are $n_i = |c_i|^2$ (`occ`), and `Normalized` says $n_0 + n_1 = 1$. The matrix `hopping t` has $-t$ off the diagonal and equal site energies, set to zero.

The term `dudarev` is $\frac U2\sum_i (n_i - n_i^2)$, with one spin orbital per site. It vanishes when each site is empty or full and, for $U > 0$, penalises fractional occupation. The parameter $U$ stands for the effective on-site interaction of the Dudarev scheme. Both $t$ and $U$ are given numbers here.

The model contains no density functional whose curvature the correction could compensate. Hopping alone has a symmetric ground state, so the asymmetry at $U > 2t$ comes from the correction. Further electrons, several orbitals per site and self-consistent changes in $t$ or $U$ are not described.

## The energy as a function of the bond order

Let $z = \bar c_0 c_1$ be the bond order, `bond c`. The hopping term is

$$
-t(\bar c_0c_1 + \bar c_1c_0) = -2t\,\mathrm{Re}\,z .
$$

Normalisation gives $1 - n_0^2 - n_1^2 = (n_0+n_1)^2 - n_0^2 - n_1^2 = 2n_0n_1$, so the correction equals $Un_0n_1$. Since $|z|^2 = n_0n_1$ (`normSq_bond`),

$$
E = -2t\,\mathrm{Re}\,z + U|z|^2,
\qquad
(n_0-n_1)^2 = (n_0+n_1)^2 - 4n_0n_1 = 1 - 4|z|^2 .
$$

These are `energy_eq_bond` and `imbalance_sq`. In Lean, both proofs substitute $n_0 = 1 - n_1$ and leave the remaining algebra to `ring`.

## Completing the square in two ways

For the symmetric regime, expand

$$
2t\left|z-\tfrac12\right|^2 = 2t|z|^2 - 2t\,\mathrm{Re}\,z + \tfrac t2,
\qquad
\tfrac{2t-U}{4}(n_0-n_1)^2 = \tfrac{2t-U}{4} - (2t-U)|z|^2 .
$$

The sum of the two is $E + t - U/4$. Hence (`energy_from_symmetric`)

$$
E = -t + \tfrac U4 + 2t\left|z-\tfrac12\right|^2 + \tfrac{2t-U}{4}(n_0-n_1)^2 .
$$

If $U \le 2t$, neither of the last two terms is negative, which gives the lower bound.

For the other regime, $U|z-t/U|^2 = U|z|^2 - 2t\,\mathrm{Re}\,z + t^2/U$, so (`energy_from_broken`)

$$
E = -\frac{t^2}{U} + U\left|z-\frac tU\right|^2 .
$$

For $U > 0$ this gives the bound $E \ge -t^2/U$. It can be reached only if some state has $z = t/U$, and $|z| \le \frac12$ because $(n_0-n_1)^2 \ge 0$. That is where the condition on $U/t$ enters.

## States that reach the bounds

For any $p$ with $-\frac12 \le p \le \frac12$, `exists_real_amplitudes` takes

$$
a = \frac{\sqrt{1+2p}+\sqrt{1-2p}}{2}, \qquad
b = \frac{\sqrt{1+2p}-\sqrt{1-2p}}{2}.
$$

Then $a^2+b^2 = \frac{(1+2p)+(1-2p)}{2} = 1$ and $ab = \frac{(1+2p)-(1-2p)}{4} = p$. The main proof uses $p = \frac12$ in the first regime and $p = t/U < \frac12$ in the second, and `linear_combination` checks the resulting energies.

To identify the symmetric minimisers, use

$$
|c_0-c_1|^2 = n_0 + n_1 - 2\,\mathrm{Re}\,z = 1 - 2\,\mathrm{Re}\,z .
$$

If $U \le 2t$ and $E = -t+U/4$, both non-negative terms vanish. As $t > 0$, this forces $z = \frac12$, and therefore $c_0 = c_1$. Conversely, equal normalised amplitudes give $z = \frac12$ and $E = -t + U/4$.

If $U > 0$ and $E = -t^2/U$, then $z = t/U$, and `broken_imbalance` gives

$$
(n_0-n_1)^2 = 1 - \left(\frac{2t}{U}\right)^2 .
$$

This is positive for $U > 2t$. The last step of `dimer_minimum` assumes equal occupations, and `nlinarith` finds the contradiction with $0 < t/U < \frac12$.

## The stretched limit

Pulling the sites apart corresponds to $t \to 0^+$ at fixed $U > 0$, so the dimer eventually enters the regime $U > 2t$. There the minimum $-t^2/U$ tends to zero and the occupations of a minimiser tend to one and zero. The equal-amplitude state has energy $-t+U/4$, which tends to $U/4$. It lies above the minimum by

$$
-t + \frac U4 + \frac{t^2}{U} = \frac{(U-2t)^2}{4U},
$$

which vanishes at $U = 2t$, where the two regimes join.
